# For $\gamma>2g>0$, exponential memory gives two-exponential decay with slow-pole weight $Z>1$

In the model below, with $\gamma>2g>0$, suppose I replace the level's amplitude by the exponential of its slow pole, $e^{-k_1t}$. The start comes out wrong: the slope at $t=0$ is $-k_1$, while the memory equation demands slope zero. If I multiply by the pole's residue $Z$ instead, the amplitude starts above one, and $Z>1$ looks like a mistake in a quantity I am used to reading as a probability.

My model is a level coupled with strength $g$ to a continuum whose memory fades at rate $\gamma$:

$$a'(t)=-g^2\int_0^t e^{-\gamma(t-s)}a(s)\,ds,\qquad a(0)=1.$$

For $\gamma>2g>0$, let $k_1<k_2$ be the roots of $k(\gamma-k)=g^2$. I believe that the solution is $Ze^{-k_1t}+(1-Z)e^{-k_2t}$ with $Z=k_2/(k_2-k_1)$, and that this $Z$ is the usual pole weight $1/(1-\Sigma'(-ik_1))$ for $\Sigma(z)=g^2/(z+i\gamma)$. Can this be proved completely, uniqueness included, and checked by machine?

## The two rates fix the amplitude

Yes. The zero initial slope requires $Zk_1+(1-Z)k_2=0$, and with $0<k_1<k_2$ this forces $Z>1$. Here $Z$ is a coefficient in an amplitude, not a probability: the fast exponential enters with the negative coefficient $1-Z$, and the two coefficients add up to one at $t=0$.

**The rates.** Subtracting the two root equations gives $(k_2-k_1)(\gamma-k_1-k_2)=0$, so $k_1+k_2=\gamma$. Then $k_1k_2=k_1(\gamma-k_1)=g^2$. Since $(k_2-k_1)^2=\gamma^2-4g^2$, distinct real roots with $g,\gamma>0$ exist exactly when $\gamma>2g$. Both are then positive.

**The formula solves the equation.** Write the candidate as

$$a(s)=\frac{k_2e^{-k_1s}-k_1e^{-k_2s}}{k_2-k_1}.$$

Because $\gamma-k_1=k_2$ and $\gamma-k_2=k_1$,

$$\frac{d}{ds}\left[e^{-\gamma(t-s)}\,\frac{e^{-k_1s}-e^{-k_2s}}{k_2-k_1}\right]=e^{-\gamma(t-s)}a(s).$$

The bracket vanishes at $s=0$, so the memory integral is

$$b(t)=\frac{e^{-k_1t}-e^{-k_2t}}{k_2-k_1}.$$

Differentiating the candidate gives $a'=-k_1k_2\,b=-g^2b$, and $a(0)=1$.

**Nothing else solves it.** For any solution $a$, let $b$ be its memory integral. Then $b(0)=0$, $b'=a-\gamma b$ and $a'=-g^2b$. For either root $k$, we have $k\gamma-g^2=k^2$, so

$$(a-kb)'=-ka+(k\gamma-g^2)b=-k(a-kb).$$

Hence $a-kb=e^{-kt}$. Multiply the relation for $k_1$ by $k_2$, the relation for $k_2$ by $k_1$, and subtract: $(k_2-k_1)a=k_2e^{-k_1t}-k_1e^{-k_2t}$.

**The weight.** At $z=-ik_1$ the denominator of $\Sigma$ is $i(\gamma-k_1)=ik_2$. Therefore

$$\Sigma(-ik_1)=\frac{k_1k_2}{ik_2}=-ik_1,\qquad \Sigma'(-ik_1)=-\frac{k_1k_2}{(ik_2)^2}=\frac{k_1}{k_2}.$$

The first equation says that $-ik_1$ is a pole of $1/(z-\Sigma(z))$. The second gives $1/(1-\Sigma'(-ik_1))=k_2/(k_2-k_1)=Z$, which is greater than one because $0<k_1<k_2$.

**Comparison with simple exponentials.** For $t>0$,

$$a(t)-e^{-k_1t}=(Z-1)(e^{-k_1t}-e^{-k_2t})>0.$$

Treating $a$ as constant over the memory time gives the golden-rule amplitude rate $\int_0^\infty g^2e^{-\gamma\tau}d\tau=g^2/\gamma$; the probability decays at twice that rate. Since $k_1=g^2/k_2$ and $\gamma/2<k_2<\gamma$, we get $g^2/\gamma<k_1<2g^2/\gamma$.

**With numbers.** Take $\gamma=5$ and $g=2$. The roots of $k(5-k)=4$ are $1$ and $4$, so $Z=4/3$ and

$$a(t)=\tfrac43e^{-t}-\tfrac13e^{-4t}.$$

The initial slope is $-\tfrac43+\tfrac43=0$. The self-energy derivative is $1/4$, and $1/(1-1/4)=4/3$. At $t=1$ the amplitude is about $0.484$, against $0.368$ for $e^{-t}$. The slow rate $1$ lies between $0.8$ and $1.6$.

## What the Lean statements say

`SolvesMemoryEquation g γ a` is the initial-value problem for a real function `a`. The set `Ici 0` is $[0,\infty)$, so the derivative is one-sided at $t=0$ and ordinary afterwards. Values of `a` at negative times play no role.

The main theorem, `solves_iff_eq_amplitude`, takes roots `k₁ < k₂` and says that `a` solves the problem if and only if it equals `amplitude k₁ k₂` at every $t\ge0$. One direction is existence, the other uniqueness. It needs no signs for $g$ and $\gamma$; `distinct_rates_iff` supplies the condition $\gamma>2g$ when both are positive.

`pole_weight` assumes $g,\gamma>0$ and treats `selfEnergy` as a complex function. It states the pole equation, the derivative $k_1/k_2$, the formula for $Z$ and the inequality $Z>1$. `exp_lt_amplitude` and `golden_rule_bounds` are the two comparisons above.

The exponential kernel is postulated. With $\hbar=1$ and the level's own phase removed, it stands for a Lorentzian coupling spectrum of half-width $\gamma$, centred on the level and without a threshold. A detuned level would have a complex kernel, which the real equation excludes. The double root at $\gamma=2g$ and the oscillating amplitudes at $0<\gamma<2g$ are not treated either. The last theorem compares $k_1$ with the golden-rule value; it does not derive the golden rule from a Hamiltonian.

For simulations of this single-level, Lorentzian-continuum model with $\gamma>2g>0$, the result means that a late-time exponential fit to the amplitude should extrapolate back to $Z$ at $t=0$, not to one.

```lean
import Mathlib

open Set

noncomputable section

namespace MemoryKernelDecay

/-- The weight `Z = k₂ / (k₂ - k₁)` of `exp(-k₁ t)`, the slow exponential, for `k₁ < k₂`. -/
def weight (k₁ k₂ : ℝ) : ℝ := k₂ / (k₂ - k₁)

/-- The two-exponential amplitude `Z exp(-k₁ t) + (1 - Z) exp(-k₂ t)`, for `k₁ ≠ k₂`. -/
def amplitude (k₁ k₂ t : ℝ) : ℝ :=
  weight k₁ k₂ * Real.exp (-k₁ * t) + (1 - weight k₁ k₂) * Real.exp (-k₂ * t)

/-- The real amplitude `a` starts at one and obeys, for `t ≥ 0`, the memory equation
`a' = -g² ∫₀ᵗ exp(-γ (t - s)) a(s) ds`. -/
def SolvesMemoryEquation (g γ : ℝ) (a : ℝ → ℝ) : Prop :=
  a 0 = 1 ∧ ∀ t, 0 ≤ t → HasDerivWithinAt a
    (-g ^ 2 * ∫ s in (0 : ℝ)..t, Real.exp (-γ * (t - s)) * a s) (Ici 0) t

/-- The self-energy `Σ(z) = g² / (z + iγ)`, for `z ≠ -iγ`. -/
def selfEnergy (g γ : ℝ) (z : ℂ) : ℂ := (g : ℂ) ^ 2 / (z + Complex.I * γ)

/-- Two distinct roots of `k (γ - k) = g²` have sum `γ` and product `g²`. -/
theorem rates_sum_prod {g γ k₁ k₂ : ℝ} (hk : k₁ < k₂)
    (h1 : k₁ * (γ - k₁) = g ^ 2) (h2 : k₂ * (γ - k₂) = g ^ 2) :
    k₁ + k₂ = γ ∧ k₁ * k₂ = g ^ 2 := by
  have hs : k₁ + k₂ = γ :=
    mul_left_cancel₀ (sub_ne_zero.2 hk.ne) (by linear_combination h2 - h1)
  exact ⟨hs, by linear_combination h1 + k₁ * hs⟩

/-- For positive `g` and `γ`, the equation `k (γ - k) = g²` has two distinct real roots
exactly when `γ > 2g`. -/
theorem distinct_rates_iff {g γ : ℝ} (hg : 0 < g) (hγ : 0 < γ) :
    (∃ k₁ k₂ : ℝ, k₁ < k₂ ∧ k₁ * (γ - k₁) = g ^ 2 ∧ k₂ * (γ - k₂) = g ^ 2) ↔
      2 * g < γ := by
  constructor
  · rintro ⟨k₁, k₂, hk, h1, h2⟩
    obtain ⟨hs, hp⟩ := rates_sum_prod hk h1 h2
    have hd : 0 < (k₂ - k₁) ^ 2 := pow_pos (sub_pos.2 hk) 2
    refine lt_of_pow_lt_pow_left₀ 2 hγ.le ?_
    rw [← hs]
    nlinarith
  · intro h
    have hd : 0 < γ ^ 2 - 4 * g ^ 2 := by nlinarith
    have hr := Real.sqrt_pos.2 hd
    have hq := Real.sq_sqrt hd.le
    exact ⟨(γ - √(γ ^ 2 - 4 * g ^ 2)) / 2, (γ + √(γ ^ 2 - 4 * g ^ 2)) / 2, by linarith,
      by linear_combination (-1 / 4) * hq, by linear_combination (-1 / 4) * hq⟩

/-- The exponential `exp(c t)` has derivative `c exp(c t)`. -/
theorem hasDerivAt_exp_mul (c t : ℝ) :
    HasDerivAt (fun s => Real.exp (c * s)) (c * Real.exp (c * t)) t :=
  (((hasDerivAt_id' t).const_mul c).exp).congr_deriv (by ring)

/-- For `k₁ ≠ k₂` and memory rate `k₁ + k₂`, the memory integral of the two-exponential
amplitude is `(exp(-k₁ t) - exp(-k₂ t)) / (k₂ - k₁)`. -/
theorem memory_integral {k₁ k₂ : ℝ} (hk : k₁ ≠ k₂) (t : ℝ) :
    ∫ s in (0 : ℝ)..t, Real.exp (-(k₁ + k₂) * (t - s)) * amplitude k₁ k₂ s =
      (Real.exp (-k₁ * t) - Real.exp (-k₂ * t)) / (k₂ - k₁) := by
  have hne : k₂ - k₁ ≠ 0 := sub_ne_zero.2 hk.symm
  -- an explicit antiderivative of the integrand
  have hF : ∀ s, HasDerivAt (fun s => Real.exp (-(k₁ + k₂) * (t - s)) *
      ((Real.exp (-k₁ * s) - Real.exp (-k₂ * s)) / (k₂ - k₁)))
      (Real.exp (-(k₁ + k₂) * (t - s)) * amplitude k₁ k₂ s) s := by
    intro s
    have hE := (((hasDerivAt_id' s).const_sub t).const_mul (-(k₁ + k₂))).exp
    refine (hE.fun_mul (((hasDerivAt_exp_mul (-k₁) s).fun_sub
      (hasDerivAt_exp_mul (-k₂) s)).div_const (k₂ - k₁))).congr_deriv ?_
    unfold amplitude weight
    field_simp
    ring
  have hc : Continuous fun s => Real.exp (-(k₁ + k₂) * (t - s)) * amplitude k₁ k₂ s := by
    unfold amplitude
    fun_prop
  rw [intervalIntegral.integral_eq_sub_of_hasDerivAt (fun s _ => hF s)
    (hc.intervalIntegrable 0 t)]
  simp

/-- Let `k₁ < k₂` be roots of `k (γ - k) = g²`. A real function starts at one and solves the memory
equation if and only if it is the two-exponential amplitude at all times `t ≥ 0`. -/
theorem solves_iff_eq_amplitude {g γ k₁ k₂ : ℝ} (hk : k₁ < k₂)
    (h1 : k₁ * (γ - k₁) = g ^ 2) (h2 : k₂ * (γ - k₂) = g ^ 2) (a : ℝ → ℝ) :
    SolvesMemoryEquation g γ a ↔ ∀ t, 0 ≤ t → a t = amplitude k₁ k₂ t := by
  obtain ⟨hs, hp⟩ := rates_sum_prod hk h1 h2
  have hne : k₂ - k₁ ≠ 0 := sub_ne_zero.2 hk.ne'
  have hinv : ∀ c t : ℝ, Real.exp (-c * t) * Real.exp (c * t) = 1 := by
    intro c t
    rw [← Real.exp_add, neg_mul, neg_add_cancel, Real.exp_zero]
  constructor
  · rintro ⟨ha0, ha⟩
    -- the memory integral `b` obeys `b' = a - γ b`
    obtain ⟨b, hb0, hb, hbI⟩ : ∃ b : ℝ → ℝ, b 0 = 0 ∧
        (∀ t, HasDerivAt b (a (max t 0) - γ * b t) t) ∧
        ∀ t, 0 ≤ t → ∫ s in (0 : ℝ)..t, Real.exp (-γ * (t - s)) * a s = b t := by
      have hac : ContinuousOn a (Ici 0) := fun t ht => (ha t ht).continuousWithinAt
      have hm : Continuous fun s : ℝ => a (max s 0) :=
        hac.comp_continuous (continuous_id.max continuous_const) (fun s => le_max_right s 0)
      have he : Continuous fun s : ℝ => Real.exp (γ * s) := by fun_prop
      have hI : ∀ t, HasDerivAt (fun t => ∫ s in (0 : ℝ)..t, Real.exp (γ * s) * a (max s 0))
          (Real.exp (γ * t) * a (max t 0)) t :=
        fun t => ((he.mul hm).integral_hasStrictDerivAt 0 t).hasDerivAt
      have hb : ∀ t, HasDerivAt
          (fun t => Real.exp (-γ * t) * ∫ s in (0 : ℝ)..t, Real.exp (γ * s) * a (max s 0))
          (a (max t 0) - γ * (Real.exp (-γ * t) *
            ∫ s in (0 : ℝ)..t, Real.exp (γ * s) * a (max s 0))) t := fun t =>
        ((hasDerivAt_exp_mul (-γ) t).fun_mul (hI t)).congr_deriv
          (by linear_combination a (max t 0) * hinv γ t)
      refine ⟨_, by simp, hb, fun t ht => ?_⟩
      rw [← intervalIntegral.integral_const_mul]
      apply intervalIntegral.integral_congr
      intro s hs'
      rw [uIcc_of_le ht] at hs'
      have e : Real.exp (-γ * (t - s)) = Real.exp (-γ * t) * Real.exp (γ * s) := by
        rw [← Real.exp_add]
        congr 1
        ring
      simp only [max_eq_left hs'.1, e, mul_assoc]
    -- for each root `k` the combination `a - k b` is a pure exponential
    have key : ∀ k, k * (γ - k) = g ^ 2 → ∀ t, 0 ≤ t →
        a t - k * b t = Real.exp (-k * t) := by
      intro k hroot t ht
      have hd : ∀ x, 0 ≤ x → HasDerivWithinAt
          (fun x => Real.exp (k * x) * (a x - k * b x)) 0 (Ici 0) x := by
        intro x hx
        have hax := ha x hx
        rw [hbI x hx] at hax
        have hbx := (hb x).hasDerivWithinAt (s := Ici 0)
        rw [max_eq_left hx] at hbx
        refine ((hasDerivAt_exp_mul k x).hasDerivWithinAt.fun_mul
          (hax.fun_sub (hbx.const_mul k))).congr_deriv ?_
        linear_combination Real.exp (k * x) * b x * hroot
      have hcont : ContinuousOn (fun x => Real.exp (k * x) * (a x - k * b x)) (Icc 0 t) :=
        fun x hx => (hd x hx.1).continuousWithinAt.mono (fun y hy => hy.1)
      have hcst := constant_of_has_deriv_right_zero hcont
        (fun x hx => (hd x hx.1).mono (Ici_subset_Ici.2 hx.1)) t ⟨ht, le_rfl⟩
      simp only [ha0, hb0, mul_zero, Real.exp_zero, sub_zero, mul_one] at hcst
      linear_combination Real.exp (-k * t) * hcst - (a t - k * b t) * hinv k t
    intro t ht
    unfold amplitude weight
    rw [← key k₁ h1 t ht, ← key k₂ h2 t ht]
    field_simp
    ring
  · intro ha
    refine ⟨by rw [ha 0 le_rfl]; simp [amplitude], fun t ht => ?_⟩
    have hint : ∫ s in (0 : ℝ)..t, Real.exp (-γ * (t - s)) * a s =
        (Real.exp (-k₁ * t) - Real.exp (-k₂ * t)) / (k₂ - k₁) := by
      rw [← memory_integral hk.ne t, hs]
      apply intervalIntegral.integral_congr
      intro s hs'
      rw [uIcc_of_le ht] at hs'
      simp only [ha s hs'.1]
    rw [hint]
    have hd : HasDerivAt (amplitude k₁ k₂)
        (-g ^ 2 * ((Real.exp (-k₁ * t) - Real.exp (-k₂ * t)) / (k₂ - k₁))) t := by
      refine (((hasDerivAt_exp_mul (-k₁) t).const_mul (weight k₁ k₂)).fun_add
        ((hasDerivAt_exp_mul (-k₂) t).const_mul (1 - weight k₁ k₂))).congr_deriv ?_
      rw [← hp]
      unfold weight
      field_simp
      ring
    exact hd.hasDerivWithinAt.congr (fun s hs' => ha s hs') (ha t ht)

/-- For `g, γ > 0` and roots `k₁ < k₂` of `k (γ - k) = g²`, the point `-i k₁` solves
`Σ(z) = z`, the self-energy has derivative `k₁ / k₂` there, and
`Z = 1 / (1 - Σ'(-i k₁)) > 1`. -/
theorem pole_weight {g γ k₁ k₂ : ℝ} (hg : 0 < g) (hγ : 0 < γ) (hk : k₁ < k₂)
    (h1 : k₁ * (γ - k₁) = g ^ 2) (h2 : k₂ * (γ - k₂) = g ^ 2) :
    selfEnergy g γ (-(Complex.I * k₁)) = -(Complex.I * k₁) ∧
    HasDerivAt (selfEnergy g γ) ((k₁ / k₂ : ℝ) : ℂ) (-(Complex.I * k₁)) ∧
    (weight k₁ k₂ : ℂ) = 1 / (1 - deriv (selfEnergy g γ) (-(Complex.I * k₁))) ∧
    1 < weight k₁ k₂ := by
  obtain ⟨hs, hp⟩ := rates_sum_prod hk h1 h2
  have hk2 : 0 < k₂ := by linarith
  have hk1 : 0 < k₁ := by
    by_contra hn
    nlinarith [mul_nonneg (neg_nonneg.2 (not_lt.1 hn)) hk2.le, pow_pos hg 2]
  have hk2c : (k₂ : ℂ) ≠ 0 := by exact_mod_cast hk2.ne'
  have hγc : (γ : ℂ) = k₁ + k₂ := by exact_mod_cast hs.symm
  have hgc : (g : ℂ) ^ 2 = k₁ * k₂ := by exact_mod_cast hp.symm
  have hden : -(Complex.I * k₁) + Complex.I * γ = Complex.I * k₂ := by
    rw [hγc]
    ring
  have hI : Complex.I * (k₂ : ℂ) ≠ 0 := mul_ne_zero Complex.I_ne_zero hk2c
  have hd : HasDerivAt (selfEnergy g γ) ((k₁ / k₂ : ℝ) : ℂ) (-(Complex.I * k₁)) := by
    refine ((hasDerivAt_const (-(Complex.I * (k₁ : ℂ))) ((g : ℂ) ^ 2)).fun_div
      ((hasDerivAt_id' (-(Complex.I * (k₁ : ℂ)))).add_const (Complex.I * (γ : ℂ)))
      (by rw [hden]; exact hI)).congr_deriv ?_
    rw [hden, hgc, Complex.ofReal_div, div_eq_div_iff (pow_ne_zero 2 hI) hk2c]
    linear_combination (-(k₁ : ℂ) * (k₂ : ℂ) ^ 2) * Complex.I_sq
  refine ⟨?_, hd, ?_, ?_⟩
  · unfold selfEnergy
    rw [hden, div_eq_iff hI, hgc]
    linear_combination ((k₁ : ℂ) * k₂) * Complex.I_sq
  · have hw : weight k₁ k₂ = 1 / (1 - k₁ / k₂) := by
      have e : 1 - k₁ / k₂ = (k₂ - k₁) / k₂ := by
        rw [sub_div, div_self hk2.ne']
      rw [e, one_div_div, weight]
    rw [hd.deriv]
    exact_mod_cast hw
  · unfold weight
    rw [lt_div_iff₀ (sub_pos.2 hk)]
    linarith

/-- For `g, γ > 0` and roots `k₁ < k₂` of `k (γ - k) = g²`, the amplitude exceeds the bare
exponential `exp(-k₁ t)` at every time `t > 0`. -/
theorem exp_lt_amplitude {g γ k₁ k₂ t : ℝ} (hg : 0 < g) (hγ : 0 < γ) (hk : k₁ < k₂)
    (h1 : k₁ * (γ - k₁) = g ^ 2) (h2 : k₂ * (γ - k₂) = g ^ 2) (ht : 0 < t) :
    Real.exp (-k₁ * t) < amplitude k₁ k₂ t := by
  have hw := (pole_weight hg hγ hk h1 h2).2.2.2
  have he : Real.exp (-k₂ * t) < Real.exp (-k₁ * t) :=
    Real.exp_lt_exp.2 (by nlinarith)
  unfold amplitude
  nlinarith [mul_pos (sub_pos.2 hw) (sub_pos.2 he)]

/-- For `g, γ > 0` and roots `k₁ < k₂` of `k (γ - k) = g²`, the slow rate lies strictly
between the golden-rule amplitude rate `g² / γ` and twice that rate. -/
theorem golden_rule_bounds {g γ k₁ k₂ : ℝ} (hg : 0 < g) (hγ : 0 < γ) (hk : k₁ < k₂)
    (h1 : k₁ * (γ - k₁) = g ^ 2) (h2 : k₂ * (γ - k₂) = g ^ 2) :
    g ^ 2 / γ < k₁ ∧ k₁ < 2 * (g ^ 2 / γ) := by
  obtain ⟨hs, hp⟩ := rates_sum_prod hk h1 h2
  have hk2 : 0 < k₂ := by linarith
  have hk1 : 0 < k₁ := by
    by_contra hn
    nlinarith [mul_nonneg (neg_nonneg.2 (not_lt.1 hn)) hk2.le, pow_pos hg 2]
  constructor
  · rw [div_lt_iff₀ hγ, ← hp, ← hs]
    nlinarith [mul_pos hk1 hk1]
  · rw [← mul_div_assoc, lt_div_iff₀ hγ, ← hp, ← hs]
    nlinarith [mul_pos hk1 (sub_pos.2 hk)]

end MemoryKernelDecay
```

```lean
#print axioms MemoryKernelDecay.memory_integral
#print axioms MemoryKernelDecay.solves_iff_eq_amplitude
#print axioms MemoryKernelDecay.exp_lt_amplitude
#print axioms MemoryKernelDecay.golden_rule_bounds
```

```
'MemoryKernelDecay.memory_integral' depends on axioms: [propext, Classical.choice, Quot.sound]
'MemoryKernelDecay.solves_iff_eq_amplitude' depends on axioms: [propext, Classical.choice, Quot.sound]
'MemoryKernelDecay.exp_lt_amplitude' depends on axioms: [propext, Classical.choice, Quot.sound]
'MemoryKernelDecay.golden_rule_bounds' depends on axioms: [propext, Classical.choice, Quot.sound]
```

## From the antiderivative to the pole

`rates_sum_prod` obtains the sum by cancelling the nonzero factor $k_1-k_2$, and the product follows. In `distinct_rates_iff`, one direction uses $(k_2-k_1)^2>0$ and the other writes down the roots from the quadratic formula.

`memory_integral` differentiates the bracket displayed above (`hF`) and applies the fundamental theorem of calculus. The existence half of `solves_iff_eq_amplitude` inserts this integral and differentiates the two exponentials, with $g^2$ replaced by $k_1k_2$.

The uniqueness half first constructs $b$ as $e^{-\gamma t}\int_0^t e^{\gamma s}a(s)\,ds$, which moves the variable $t$ out of the integrand. Since `a` is controlled only for $t\ge0$, the integrand uses `a (max s 0)`, a continuous extension to the whole line that agrees with `a` where it matters. The product rule then gives $b'=a-\gamma b$.

The step called `key` turns the decay law for $a-kb$ into a conservation law: $e^{kt}(a-kb)$ has derivative zero, by the root equation for $k$. `constant_of_has_deriv_right_zero` makes it equal to its initial value, one. Using `key` for both roots and eliminating $b$ gives the amplitude.

In `pole_weight`, `hden` is the identity $-ik_1+i\gamma=ik_2$. The quotient rule then yields $\Sigma'$, with $i^2=-1$ supplied by `Complex.I_sq`. `exp_lt_amplitude` multiplies the positive factors $Z-1$ and $e^{-k_1t}-e^{-k_2t}$. After clearing denominators, the two inequalities in `golden_rule_bounds` reduce to $k_1^2>0$ and $k_1(k_2-k_1)>0$.
